# With D and D+V invertible, a polynomial of degree below n in the Jacobi iteration matrix solves n linear amplitude equations

Suppose a set of linear amplitude equations is solved by dividing the residual by energy denominators, updating, and repeating. If the coupling is strong, the iterates can grow without bound although the equations have a unique solution. Someone who sees only the growing iterates may throw away the correction vectors along with their sum. That discards too much: when the matrices \(D\) and \(D+V\) introduced below are both invertible, the first \(n\) corrections contain the exact solution of \(n\) equations, combined with different coefficients.

The equations are
\[
(D+V)\,t=-b ,
\]
with \(t\) the unknown amplitudes, \(b\) the source, \(D\) the part that is easy to invert and \(V\) the remaining coupling. Static linear response has this form, as does response at a fixed frequency once the frequency is absorbed into \(D\). The full coupled-cluster equations are non-linear in \(t\) and are not covered.

Vectors are functions `Fin n → ℂ`, matrices have type `Matrix (Fin n) (Fin n) ℂ`, and `*ᵥ` is the matrix-vector product. Neither \(D\) nor \(V\) has to be Hermitian, and \(D\) need not be diagonal.

In Lean 4 with Mathlib:

```lean
import Mathlib

open Matrix Polynomial Filter Topology

namespace JacobiAmplitudes

noncomputable section

variable {n : ℕ} {D V : Matrix (Fin n) (Fin n) ℂ}
```

The iteration matrix is \(K=-D^{-1}V\).

```lean
/-- The iteration matrix `K = -D⁻¹ V`, for invertible `D`. -/
def coupling (D V : Matrix (Fin n) (Fin n) ℂ) : Matrix (Fin n) (Fin n) ℂ :=
  -(D⁻¹ * V)
```

The first-order amplitudes are \(g=-D^{-1}b\), of first order in the source \(b\) and of order zero in \(V\).

```lean
/-- The first-order amplitudes `g = -D⁻¹ b`, for invertible `D`. -/
def firstOrder (D : Matrix (Fin n) (Fin n) ℂ) (b : Fin n → ℂ) : Fin n → ℂ :=
  -(D⁻¹ *ᵥ b)
```

The Jacobi iterates start from \(t_0=0\) and obey \(t_{k+1}=g+Kt_k\), so that \(t_1=g\). In the strict sense this is the Jacobi method when \(D\) is the diagonal of \(D+V\); the name is kept here for every invertible \(D\).

```lean
/-- The Jacobi iterates `t₀ = 0`, `t_(k+1) = g + K t_k`, for invertible `D`. -/
def jacobi (D V : Matrix (Fin n) (Fin n) ℂ) (b : Fin n → ℂ) : ℕ → Fin n → ℂ
  | 0 => 0
  | k + 1 => firstOrder D b + coupling D V *ᵥ jacobi D V b k
```

Two conditions recur. The hypothesis `hD : D.det ≠ 0` says, for diagonal \(D\), that no energy denominator vanishes. The hypothesis `hDV : (D + V).det ≠ 0` says that the full response matrix has no zero mode, so the chosen frequency does not sit on a pole. Both are assumed, not derived from a Hamiltonian.

## (a) Taking D out of the full matrix

Let \(D\) be invertible. Show that
\[
D(1-K)=D+V .
\]

**Solution.** Since \(-K=D^{-1}V\),
\[
D(1-K)=D+DD^{-1}V=D+V .
\]
The `calc` block has the same two steps: expand the product, then replace \(DD^{-1}\) by 1.

```lean
/-- For invertible `D`, the full matrix factorises as `D (1 - K) = D + V`. -/
theorem mul_one_sub_coupling (hD : D.det ≠ 0) : D * (1 - coupling D V) = D + V := by
  have h : D * D⁻¹ = 1 := Matrix.mul_nonsing_inv D hD.isUnit
  calc D * (1 - -(D⁻¹ * V)) = D + D * D⁻¹ * V := by noncomm_ring
    _ = D + V := by rw [h, one_mul]
```

## (b) The amplitude equation in fixed-point form

Let \(D\) be invertible. Show that, for all \(b\) and \(t\),
\[
(D+V)t=-b\quad\Longleftrightarrow\quad(1-K)t=g .
\]

**Solution.** We have \(Dg=-DD^{-1}b=-b\). With part (a), the left equation reads \(D(1-K)t=Dg\). An invertible \(D\) can be cancelled, and multiplying by \(D\) leads back. In the file `hg` is the identity \(Dg=-b\), and the last step is the cancellation, stated as injectivity of \(v\mapsto Dv\).

```lean
/-- For invertible `D`, the amplitude equation `(D + V) t = -b` is equivalent to
`(1 - K) t = g`. -/
theorem amplitude_equation_iff (hD : D.det ≠ 0) (b t : Fin n → ℂ) :
    (D + V) *ᵥ t = -b ↔ (1 - coupling D V) *ᵥ t = firstOrder D b := by
  have hg : D *ᵥ firstOrder D b = -b := by
    rw [firstOrder, Matrix.mulVec_neg, Matrix.mulVec_mulVec,
      Matrix.mul_nonsing_inv D hD.isUnit, Matrix.one_mulVec]
  rw [← mul_one_sub_coupling hD, ← Matrix.mulVec_mulVec, ← hg]
  -- an invertible matrix can be cancelled on the left
  exact (Matrix.mulVec_injective_of_isUnit
    ((Matrix.isUnit_iff_isUnit_det D).2 hD.isUnit)).eq_iff
```

## (c) What one iteration adds

Show that each step adds a single term:
\[
t_{k+1}=t_k+K^k g .
\]

**Solution.** For \(k=0\), \(t_1=g+K0=g=t_0+K^0g\). If the claim holds for \(k\), then
\[
t_{k+2}=g+Kt_{k+1}=g+K(t_k+K^kg)=(g+Kt_k)+K^{k+1}g=t_{k+1}+K^{k+1}g .
\]
The chain of equalities in the file is this induction step. No invertibility is required, because only the recursion is used; for singular \(D\), however, Mathlib sets `D⁻¹` to zero and the iterates lose their physical meaning.

```lean
/-- Each Jacobi step adds exactly one perturbation term, `t_(k+1) = t_k + K^k g`. -/
theorem jacobi_succ (D V : Matrix (Fin n) (Fin n) ℂ) (b : Fin n → ℂ) (k : ℕ) :
    jacobi D V b (k + 1) = jacobi D V b k + coupling D V ^ k *ᵥ firstOrder D b := by
  induction k with
  | zero => simp [jacobi]
  | succ k ih =>
    calc jacobi D V b (k + 1 + 1)
        = firstOrder D b + coupling D V *ᵥ jacobi D V b (k + 1) := rfl
      _ = firstOrder D b + coupling D V *ᵥ
            (jacobi D V b k + coupling D V ^ k *ᵥ firstOrder D b) := by rw [ih]
      _ = (firstOrder D b + coupling D V *ᵥ jacobi D V b k)
            + coupling D V ^ (k + 1) *ᵥ firstOrder D b := by
          rw [Matrix.mulVec_add, Matrix.mulVec_mulVec, ← pow_succ', add_assoc]
      _ = _ := rfl
```

## (d) The iterate as a perturbation sum

Show that
\[
t_k=\sum_{j=0}^{k-1}K^jg .
\]

**Solution.** For \(k=0\) both sides are zero. Part (c) appends the term \(K^kg\) when \(k\) becomes \(k+1\), which is how the sum grows. Each term \(K^jg\) contains \(j\) powers of \(V\), so Jacobi iteration and order-by-order summation in \(V\) give the same vectors. `Finset.range k` is the index set \(0,\dots,k-1\).

```lean
/-- The `k`-th Jacobi iterate is the perturbation sum of `K^j g` over `j < k`. -/
theorem jacobi_eq_sum (D V : Matrix (Fin n) (Fin n) ℂ) (b : Fin n → ℂ) (k : ℕ) :
    jacobi D V b k = ∑ j ∈ Finset.range k, coupling D V ^ j *ᵥ firstOrder D b := by
  induction k with
  | zero => simp [jacobi]
  | succ k ih => rw [jacobi_succ, ih, Finset.sum_range_succ]
```

## (e) An inverse from the characteristic polynomial

Let \(K\) be any \(n\times n\) matrix with \(\det(1-K)\neq0\). Find a polynomial \(p\) with
\[
\deg p<n,\qquad (1-K)\,p(K)=1 .
\]

**Solution.** Let \(\chi(X)=\det(X-K)\) and \(\delta=\chi(1)=\det(1-K)\neq0\). The polynomial \(\chi-\delta\) vanishes at \(X=1\), so
\[
\chi(X)-\delta=(X-1)\,q(X)
\]
for some polynomial \(q\). Insert \(K\). By Cayley–Hamilton \(\chi(K)=0\), hence
\[
-\delta\,1=(K-1)\,q(K),\qquad (1-K)\,q(K)=\delta\,1 .
\]
Take \(p=q/\delta\). For \(n\ge1\), \(\chi\) has degree \(n\), so \(q\) has degree \(n-1\).

In the file `hq` is the division, `hK` is the identity after inserting \(K\), and `hQ` fixes the sign. The degree bound is obtained differently: the file takes the remainder of \(q/\delta\) on division by \(\chi\), written `%ₘ`. This leaves the value at \(K\) unchanged, again by Cayley–Hamilton, and the remainder has degree below \(n\) automatically. Since `degree` of the zero polynomial lies below every number, the statement also holds for empty matrices, \(n=0\).

```lean
/-- If `1 - K` is invertible, its inverse is a polynomial in `K` of degree below `n`. -/
theorem polynomial_inverse (K : Matrix (Fin n) (Fin n) ℂ) (h : (1 - K).det ≠ 0) :
    ∃ p : ℂ[X], p.degree < n ∧ (1 - K) * aeval K p = 1 := by
  -- divide the characteristic polynomial by `X - 1`; the remainder is `det (1 - K)`
  obtain ⟨q, hq⟩ : X - C 1 ∣ K.charpoly - C (K.charpoly.eval 1) :=
    dvd_iff_isRoot.2 (by rw [IsRoot.def, eval_sub, eval_C, sub_self])
  have hc : K.charpoly.eval 1 = (1 - K).det := by rw [Matrix.eval_charpoly, map_one]
  rw [hc] at hq
  -- Cayley-Hamilton
  have hK := congrArg (aeval K) hq
  simp only [map_sub, map_mul, aeval_X, aeval_C, Matrix.aeval_self_charpoly, map_one,
    zero_sub] at hK
  have hQ : (1 - K) * aeval K q = algebraMap ℂ _ (1 - K).det := by
    have e : (1 - K) * aeval K q = -((K - 1) * aeval K q) := by noncomm_ring
    rw [e, ← hK, neg_neg]
  refine ⟨(C (1 - K).det⁻¹ * q) %ₘ K.charpoly, ?_, ?_⟩
  · have hd := degree_modByMonic_lt (C (1 - K).det⁻¹ * q) K.charpoly_monic
    rwa [Matrix.charpoly_degree_eq_dim, Fintype.card_fin] at hd
  · rw [← Matrix.aeval_eq_aeval_mod_charpoly, map_mul, aeval_C, ← Algebra.smul_def,
      mul_smul_comm, hQ, Algebra.algebraMap_eq_smul_one, smul_smul, inv_mul_cancel₀ h,
      one_smul]
```

## (f) The exact solution for every source

Let \(D\) and \(D+V\) be invertible. Show that there is a polynomial \(p\) of degree below \(n\), the same for all \(b\), such that
\[
(D+V)t=-b\quad\Longleftrightarrow\quad t=p(K)\,g .
\]

**Solution.** Part (a) gives \(\det(D+V)=\det D\,\det(1-K)\), so \(\det(1-K)\neq0\) and part (e) supplies \(p\). By part (b) the equation is \((1-K)t=g\). For square matrices a right inverse is also a left inverse, so
\[
p(K)g=p(K)(1-K)t=t .
\]
Conversely, if \(t=p(K)g\), then \((1-K)t=(1-K)p(K)g=g\). The two branches after `constructor` are these two directions.

The quantifiers carry physical content: \(p\) is chosen before \(b\), so it depends on \(D\) and \(V\) but not on the source. The equivalence says both that \(p(K)g\) is a solution and that there is no other.

For \(n=1\), with numbers \(d\) and \(v\) in place of the matrices, \(p\) is the constant \(1/(1-K)=d/(d+v)\), and \(p\,g=-b/(d+v)\). The geometric series behind it converges for \(b\neq0\) only if \(|v|<|d|\), whereas the constant is correct whenever \(d\) and \(d+v\) are non-zero.

```lean
/-- If `D` and `D + V` are invertible, there is one polynomial `p` of degree below `n` such
that, for every `b`, the solution of `(D + V) t = -b` is exactly `t = p(K) g`. -/
theorem exact_solution_polynomial (hD : D.det ≠ 0) (hDV : (D + V).det ≠ 0) :
    ∃ p : ℂ[X], p.degree < n ∧ ∀ b t : Fin n → ℂ,
      (D + V) *ᵥ t = -b ↔ t = aeval (coupling D V) p *ᵥ firstOrder D b := by
  have hK : (1 - coupling D V).det ≠ 0 := by
    intro h
    apply hDV
    rw [← mul_one_sub_coupling hD, Matrix.det_mul, h, mul_zero]
  obtain ⟨p, hp, hinv⟩ := polynomial_inverse _ hK
  refine ⟨p, hp, fun b t => ?_⟩
  rw [amplitude_equation_iff hD]
  constructor
  · intro h
    rw [← h, Matrix.mulVec_mulVec, mul_eq_one_comm.1 hinv, Matrix.one_mulVec]
  · rintro rfl
    rw [Matrix.mulVec_mulVec, hinv, Matrix.one_mulVec]
```

For finite linear systems such as these, the result bears on Krylov solvers in response calculations: the space spanned by \(g,Kg,\dots,K^{n-1}g\) contains the solution whether or not plain iteration converges.

Part (f) also says that the coefficients of the combination can be chosen once, for all \(b\).

## (g) The error after k steps

Let \(D\) be invertible and let \(t\) solve \((D+V)t=-b\). Show that
\[
t_k=t-K^kt .
\]

**Solution.** By part (b), \(t=g+Kt\). At \(k=0\) the claim is \(0=t-t\). If it holds for \(k\), then
\[
t_{k+1}=g+K(t-K^kt)=(g+Kt)-K^{k+1}t=t-K^{k+1}t .
\]
`hfix` is the fixed-point equation, and the induction is the one above. A solution is given here, so \(D+V\) need not be invertible.

```lean
/-- For invertible `D` and a solution `t` of `(D + V) t = -b`, the `k`-th Jacobi iterate
is `t - K^k t`. -/
theorem jacobi_error (hD : D.det ≠ 0) {b t : Fin n → ℂ} (ht : (D + V) *ᵥ t = -b) (k : ℕ) :
    jacobi D V b k = t - coupling D V ^ k *ᵥ t := by
  have hfix := (amplitude_equation_iff hD b t).1 ht
  rw [Matrix.sub_mulVec, Matrix.one_mulVec, sub_eq_iff_eq_add] at hfix
  induction k with
  | zero => simp [jacobi]
  | succ k ih =>
    calc jacobi D V b (k + 1)
        = firstOrder D b + coupling D V *ᵥ jacobi D V b k := rfl
      _ = (firstOrder D b + coupling D V *ᵥ t) - coupling D V ^ (k + 1) *ᵥ t := by
          rw [ih, Matrix.mulVec_sub, Matrix.mulVec_mulVec, ← pow_succ', add_sub_assoc]
      _ = t - coupling D V ^ (k + 1) *ᵥ t := by rw [← hfix]
```

## (h) When the iteration converges

Let \(D\) and \(D+V\) be invertible and let \(t\) be the solution. Show that
\[
t_k\to t\quad\Longleftrightarrow\quad K^kg\to0 .
\]

**Solution.** If \(t_k\to t\), then by part (c) \(K^kg=t_{k+1}-t_k\to t-t=0\).

For the other direction, use \(t=p(K)g\) from part (f). Powers of \(K\) commute with \(p(K)\), so
\[
K^kt=K^kp(K)g=p(K)\,K^kg .
\]
The matrix \(p(K)\) is fixed and acts continuously, so \(K^kg\to0\) implies \(K^kt\to0\), and part (g) gives \(t_k\to t\). In the file `e` is the commutation identity and `hc` the continuity.

For a general series, terms that tend to zero do not ensure convergence; here they do. The criterion concerns one given source \(b\), and it provides no rate. `Tendsto … atTop (𝓝 t)` is the ordinary limit as \(k\to\infty\), taken in each component.

```lean
/-- If `D` and `D + V` are invertible, the Jacobi iterates converge to the exact solution
if and only if the perturbation terms `K^k g` tend to zero. -/
theorem jacobi_tendsto_iff (hD : D.det ≠ 0) (hDV : (D + V).det ≠ 0) {b t : Fin n → ℂ}
    (ht : (D + V) *ᵥ t = -b) :
    Tendsto (jacobi D V b) atTop (𝓝 t) ↔
      Tendsto (fun k : ℕ => coupling D V ^ k *ᵥ firstOrder D b) atTop (𝓝 0) := by
  constructor
  · intro h
    -- a term is the difference of successive iterates
    have hs := (h.comp (tendsto_add_atTop_nat 1)).sub h
    rw [sub_self] at hs
    refine hs.congr fun k => ?_
    show jacobi D V b (k + 1) - jacobi D V b k = _
    rw [jacobi_succ, add_sub_cancel_left]
  · intro h
    obtain ⟨p, -, hp⟩ := exact_solution_polynomial hD hDV
    -- the error is `p(K)` applied to the `k`-th term
    have e : ∀ k : ℕ, coupling D V ^ k *ᵥ t =
        aeval (coupling D V) p *ᵥ (coupling D V ^ k *ᵥ firstOrder D b) := by
      intro k
      have c := congrArg (aeval (coupling D V)) (mul_comm (X ^ k) p)
      simp only [map_mul, map_pow, aeval_X] at c
      rw [(hp b t).1 ht, Matrix.mulVec_mulVec, Matrix.mulVec_mulVec, c]
    have hc : Continuous (fun v : Fin n → ℂ => aeval (coupling D V) p *ᵥ v) :=
      Continuous.matrix_mulVec continuous_const continuous_id
    have h1 := (tendsto_const_nhds (x := t)).sub ((hc.tendsto 0).comp h)
    simp only [Matrix.mulVec_zero, sub_zero] at h1
    refine h1.congr fun k => ?_
    show t - aeval (coupling D V) p *ᵥ (coupling D V ^ k *ᵥ firstOrder D b) = _
    rw [jacobi_error hD ht, e]
```

## (i) Two amplitudes with strong coupling

Take \(D=1\), \(b=(1,0)\) and
\[
V=\begin{pmatrix}0&2\\2&0\end{pmatrix}.
\]
Show that \(t=(1/3,-2/3)\) solves the amplitude equation, that
\[
t_{2m}=(1-4^m)\,t ,
\]
and that \(t\neq c\,g\) for every complex number \(c\).

**Solution.** The components of \((1+V)t\) are \(1/3-4/3=-1\) and \(2/3-2/3=0\), which is \(-b\). Here \(K=-V\), so \(K^2=4\cdot1\) and \(K^{2m}=4^m\cdot1\); part (g) then gives the even iterates. Finally \(g=(-1,0)\), so the second component of \(c\,g\) is always zero, while that of \(t\) is \(-2/3\).

The even iterates therefore grow without bound along the line spanned by the exact solution, and from \(t_2\) on they have the opposite sign to it. Because \(t\) is not a multiple of \(g\), a constant polynomial does not suffice for this \(2\times2\) problem. The recipe of part (e) gives \(\chi=X^2-4\), \(\delta=-3\) and \(p=-(X+1)/3\), hence
\[
p(K)g=-\tfrac13\,(g+Kg)=-\tfrac13\,(-1,2)=\left(\tfrac13,-\tfrac23\right).
\]
The perturbation sum \(t_2=g+Kg\) uses the same two vectors but gives them both weight 1 instead of \(-1/3\).

The eigenvalues of \(1+V\) are \(3\) and \(-1\). The static response matrix of a stable reference state has no negative eigenvalue, so the example is to be read as response at a frequency \(\omega\). If \(D+V=A-\omega\), with the excitation energies as eigenvalues of \(A\), these energies are \(\omega-1\) and \(\omega+3\), and the frequency lies between them.

The coupling matrix is entered first; the two levels in its docstring are the two amplitudes.

```lean
/-- A two-level coupling of strength 2. -/
def strongV : Matrix (Fin 2) (Fin 2) ℂ := !![0, 2; 2, 0]
```

The theorem joins the three claims by `∧`. Its proof checks the solution by components, obtains \(K^2=4\cdot1\) entry by entry as `hK`, and compares second components for the last claim.

```lean
/-- For `D = 1`, `V = strongV` and `b = (1, 0)`, `t = (1/3, -2/3)` solves `(D + V) t = -b`, the
Jacobi iterate of order `2m` is `(1 - 4^m) t`, and `t` is not a multiple of `g`. -/
theorem strong_coupling_example :
    (1 + strongV) *ᵥ ![1 / 3, -2 / 3] = -![1, 0] ∧
    (∀ m : ℕ, jacobi 1 strongV ![1, 0] (2 * m) = (1 - 4 ^ m : ℂ) • ![1 / 3, -2 / 3]) ∧
    ∀ c : ℂ, ![1 / 3, -2 / 3] ≠ c • firstOrder 1 ![1, 0] := by
  have ht : (1 + strongV) *ᵥ ![1 / 3, -2 / 3] = -![1, 0] := by
    rw [strongV, Matrix.one_fin_two]
    ext i
    fin_cases i <;> simp [Matrix.mulVec, dotProduct, Fin.sum_univ_two] <;> norm_num
  refine ⟨ht, fun m => ?_, fun c h => ?_⟩
  · have hc : coupling 1 strongV = -strongV := by simp [coupling]
    have hK : coupling 1 strongV ^ 2 = (4 : ℂ) • 1 := by
      rw [hc, neg_sq, pow_two]
      ext i j
      fin_cases i <;> fin_cases j <;>
        simp [strongV, Matrix.mul_apply, Fin.sum_univ_succ] <;> norm_num
    rw [jacobi_error (by simp) ht, pow_mul, hK, _root_.smul_pow, one_pow, Matrix.smul_mulVec,
      Matrix.one_mulVec, sub_smul, one_smul]
  · have h1 := congrFun h 1
    simp [firstOrder] at h1

end

end JacobiAmplitudes
```

```lean
#print axioms JacobiAmplitudes.jacobi_eq_sum
#print axioms JacobiAmplitudes.polynomial_inverse
#print axioms JacobiAmplitudes.jacobi_tendsto_iff
#print axioms JacobiAmplitudes.strong_coupling_example
```

```
'JacobiAmplitudes.jacobi_eq_sum' depends on axioms: [propext, Classical.choice, Quot.sound]
'JacobiAmplitudes.polynomial_inverse' depends on axioms: [propext, Classical.choice, Quot.sound]
'JacobiAmplitudes.jacobi_tendsto_iff' depends on axioms: [propext, Classical.choice, Quot.sound]
'JacobiAmplitudes.strong_coupling_example' depends on axioms: [propext, Classical.choice, Quot.sound]
```
